# The four effects of a tetrahedral qubit measurement are linearly independent

A qubit measurement has four outcomes with effects E_k = (I + n_k · σ)/4, where the unit Bloch vectors n_k point to the vertices of a regular tetrahedron. The theorem `effect_linearIndependent` states that these four 2×2 matrices are linearly independent over the complex numbers: a complex linear combination of them vanishes only if every coefficient is zero. The attempt takes a vanishing combination and traces its product with each effect, using the fact that Tr(E_j E_k) is 1/4 for equal outcomes and 1/12 for different ones. This gives four linear equations, which are then combined to show that each coefficient is zero.

The first attempt, which Lean rejects:

```lean
import Mathlib

open Matrix
open scoped ComplexOrder

namespace EffectLinearIndependent

noncomputable section

/-- The three Pauli matrices, in the order x, y, z. -/
def pauli : Fin 3 → Matrix (Fin 2) (Fin 2) ℂ :=
  ![!![0, 1; 1, 0], !![0, -Complex.I; Complex.I, 0], !![1, 0; 0, -1]]

/-- Four alternate corners of a cube, which are the vertices of a regular tetrahedron. -/
def vertex : Fin 4 → Fin 3 → ℝ :=
  ![![1, 1, 1], ![1, -1, -1], ![-1, 1, -1], ![-1, -1, 1]]

/-- The factor `1/√3` that scales the vertices to unit length. -/
def scale : ℝ := 1 / √3

/-- The Bloch vector `n_k` of the `k`-th outcome. -/
def direction (k : Fin 4) (i : Fin 3) : ℝ := scale * vertex k i

/-- The effect `E_k = (I + n_k · σ) / 4` of the `k`-th outcome. -/
def effect (k : Fin 4) : Matrix (Fin 2) (Fin 2) ℂ :=
  (1 / 4 : ℂ) • (1 + ∑ i, (direction k i : ℂ) • pauli i)

/-- The square of the scaling factor is `1/3`. -/
theorem scale_sq : (scale : ℂ) ^ 2 = 1 / 3 := by
  have h : scale ^ 2 = 1 / 3 := by
    rw [scale, div_pow, Real.sq_sqrt (by norm_num)]
    norm_num
  rw [← Complex.ofReal_pow, h]
  norm_num

/-- The entries of the effect `E_k` in the basis in which `σ_z` is diagonal. -/
theorem effect_eq (k : Fin 4) : effect k =
    !![(1 + (scale : ℂ) * (vertex k 2 : ℂ)) / 4,
       ((scale : ℂ) * (vertex k 0 : ℂ) - Complex.I * ((scale : ℂ) * (vertex k 1 : ℂ))) / 4;
       ((scale : ℂ) * (vertex k 0 : ℂ) + Complex.I * ((scale : ℂ) * (vertex k 1 : ℂ))) / 4,
       (1 - (scale : ℂ) * (vertex k 2 : ℂ)) / 4] := by
  ext i j
  fin_cases i <;> fin_cases j <;>
    simp [effect, direction, pauli, Fin.sum_univ_three] <;> ring

/-- The measurement is symmetric: `Tr(E_j E_k)` is `1/4` for equal outcomes and `1/12` for
any two different ones. -/
theorem trace_effect_mul (j k : Fin 4) :
    (effect j * effect k).trace = if j = k then 1 / 4 else 1 / 12 := by
  -- the overlap depends only on the angle between the Bloch vectors
  have h : (effect j * effect k).trace = (1 + (scale : ℂ) ^ 2 *
      (vertex j 0 * vertex k 0 + vertex j 1 * vertex k 1 + vertex j 2 * vertex k 2)) / 8 := by
    simp [effect_eq, Matrix.trace_fin_two]
    linear_combination
      (-((scale : ℂ) ^ 2 * vertex j 1 * vertex k 1 / 8)) * Complex.I_sq
  rw [h, scale_sq]
  fin_cases j <;> fin_cases k <;> simp [vertex] <;> norm_num

/-- The four effects are linearly independent over the complex numbers. -/
theorem effect_linearIndependent : LinearIndependent ℂ effect := by
  rw [Fintype.linearIndependent_iff]
  intro g hg
  -- trace the vanishing combination against each effect
  have h : ∀ j, ∑ k, g k * (if k = j then 1 / 4 else 1 / 12 : ℂ) = 0 := by
    intro j
    have h' := congrArg (fun M => (M * effect j).trace) hg
    simp only [Finset.sum_mul, Matrix.trace_sum, Matrix.smul_mul, Matrix.trace_smul,
      smul_eq_mul, trace_effect_mul, zero_mul, Matrix.trace_zero] at h'
    exact h'
  have h0 := h 0
  have h1 := h 1
  have h2 := h 2
  have h3 := h 3
  simp [Fin.sum_univ_four] at h0 h1 h2 h3
  intro i
  fin_cases i
  · linear_combination 6 * h0 - (h0 + h1 + h2 + h3)
  · linear_combination 6 * h1 - (h0 + h1 + h2 + h3)
  · linear_combination 6 * h2 - (h0 + h1 + h2 + h3)
  · linear_combination 6 * h3 - (h0 + h1 + h2 + h3)

end

end EffectLinearIndependent
```

The compiler's answer:

```
Main.lean:77:4: error: ring failed, ring expressions not equal
g : Fin 4 → ℂ
hg : ∑ i, g i • effect i = 0
h : ∀ (j : Fin 4), (∑ k, g k * if k = j then 1 / 4 else 1 / 12) = 0
h0 : g 0 * 4⁻¹ + g 1 * 12⁻¹ + g 2 * 12⁻¹ + g 3 * 12⁻¹ = 0
h1 : g 0 * 12⁻¹ + g 1 * 4⁻¹ + g 2 * 12⁻¹ + g 3 * 12⁻¹ = 0
h2 : g 0 * 12⁻¹ + g 1 * 12⁻¹ + g 2 * 4⁻¹ + g 3 * 12⁻¹ = 0
h3 : g 0 * 12⁻¹ + g 1 * 12⁻¹ + g 2 * 12⁻¹ + g 3 * 4⁻¹ = 0
⊢ g ⟨0, ⋯⟩ - g 0 = 0
Main.lean:78:4: error: ring failed, ring expressions not equal
g : Fin 4 → ℂ
hg : ∑ i, g i • effect i = 0
h : ∀ (j : Fin 4), (∑ k, g k * if k = j then 1 / 4 else 1 / 12) = 0
h0 : g 0 * 4⁻¹ + g 1 * 12⁻¹ + g 2 * 12⁻¹ + g 3 * 12⁻¹ = 0
h1 : g 0 * 12⁻¹ + g 1 * 4⁻¹ + g 2 * 12⁻¹ + g 3 * 12⁻¹ = 0
h2 : g 0 * 12⁻¹ + g 1 * 12⁻¹ + g 2 * 4⁻¹ + g 3 * 12⁻¹ = 0
h3 : g 0 * 12⁻¹ + g 1 * 12⁻¹ + g 2 * 12⁻¹ + g 3 * 4⁻¹ = 0
⊢ g ⟨1, ⋯⟩ - g 1 = 0
Main.lean:79:4: error: ring failed, ring expressions not equal
g : Fin 4 → ℂ
hg : ∑ i, g i • effect i = 0
h : ∀ (j : Fin 4), (∑ k, g k * if k = j then 1 / 4 else 1 / 12) = 0
h0 : g 0 * 4⁻¹ + g 1 * 12⁻¹ + g 2 * 12⁻¹ + g 3 * 12⁻¹ = 0
h1 : g 0 * 12⁻¹ + g 1 * 4⁻¹ + g 2 * 12⁻¹ + g 3 * 12⁻¹ = 0
h2 : g 0 * 12⁻¹ + g 1 * 12⁻¹ + g 2 * 4⁻¹ + g 3 * 12⁻¹ = 0
h3 : g 0 * 12⁻¹ + g 1 * 12⁻¹ + g 2 * 12⁻¹ + g 3 * 4⁻¹ = 0
⊢ g ⟨2, ⋯⟩ - g 2 = 0
Main.lean:80:4: error: ring failed, ring expressions not equal
g : Fin 4 → ℂ
hg : ∑ i, g i • effect i = 0
h : ∀ (j : Fin 4), (∑ k, g k * if k = j then 1 / 4 else 1 / 12) = 0
h0 : g 0 * 4⁻¹ + g 1 * 12⁻¹ + g 2 * 12⁻¹ + g 3 * 12⁻¹ = 0
h1 : g 0 * 12⁻¹ + g 1 * 4⁻¹ + g 2 * 12⁻¹ + g 3 * 12⁻¹ = 0
h2 : g 0 * 12⁻¹ + g 1 * 12⁻¹ + g 2 * 4⁻¹ + g 3 * 12⁻¹ = 0
h3 : g 0 * 12⁻¹ + g 1 * 12⁻¹ + g 2 * 12⁻¹ + g 3 * 4⁻¹ = 0
⊢ g ⟨3, ⋯⟩ - g 3 = 0
```

The repair, with which the file compiles:

```diff
@@ -75,8 +75,12 @@
   intro i
   fin_cases i
-  · linear_combination 6 * h0 - (h0 + h1 + h2 + h3)
-  · linear_combination 6 * h1 - (h0 + h1 + h2 + h3)
-  · linear_combination 6 * h2 - (h0 + h1 + h2 + h3)
-  · linear_combination 6 * h3 - (h0 + h1 + h2 + h3)
+  · show g 0 = 0
+    linear_combination 6 * h0 - (h0 + h1 + h2 + h3)
+  · show g 1 = 0
+    linear_combination 6 * h1 - (h0 + h1 + h2 + h3)
+  · show g 2 = 0
+    linear_combination 6 * h2 - (h0 + h1 + h2 + h3)
+  · show g 3 = 0
+    linear_combination 6 * h3 - (h0 + h1 + h2 + h3)
 
 end
```

Cause. The four errors are the same failure, once for each coefficient. `linear_combination` subtracts the proposed combination of hypotheses from the goal and asks `ring1` to check that the result is an identity. Here what remains is `g ⟨0, ⋯⟩ - g 0 = 0`, and likewise for 1, 2 and 3, so the arithmetic is right and only the two spellings of the index stand in the way. `fin_cases i` has left the index in the goal as the explicit element `⟨0, ⋯⟩` of `Fin 4`, while the hypotheses `h0` to `h3` use the numeral `0`. The two are equal by definition, but `ring1` treats `g ⟨0, ⋯⟩` and `g 0` as unrelated quantities and cannot cancel them.

In each case the repair first restates the goal with the numeral, as in `show g 0 = 0`. Lean accepts this because the two forms are equal by definition. The goal and the hypotheses then name the coefficient in the same way, and the original linear combinations work unchanged.
